# Biorthogonal pole expansion of the propagator of a diagonalisable matrix

Coupled-cluster theory replaces the Hamiltonian by a similarity-transformed one, which is in general not Hermitian. Its left and right eigenvectors then differ, and once the theory is truncated, the intensity of a peak in the propagator need not be a squared modulus. What takes its place?

## From eigenvectors to pole strengths

Let H be a finite complex matrix with H = R diag(e) R⁻¹. Write R_k for the columns of R, L_k for the rows of R⁻¹, and e_k for the eigenvalues. The dot product is l·r = Σ_i l_i r_i, without conjugation, and l and r are arbitrary complex vectors. The claim is that, for w different from every e_k,

l·(w − H)⁻¹r = Σ_k (l·R_k)(L_k·r)/(w − e_k).

Since R R⁻¹ = 1,

w − H = R diag(w − e) R⁻¹.

Multiplying this by R diag(1/(w − e)) R⁻¹ gives 1, because the inner R⁻¹R cancels and the diagonal factors are mutually inverse. The second matrix is therefore the resolvent. For any diagonal entries d_k,

l·R diag(d) R⁻¹r = Σ_k d_k (l·R_k)(L_k·r).

Taking d_k = 1/(w − e_k) proves the claim. The product (l·R_k)(L_k·r) is called the pole strength; it takes the place of the squared modulus. Taking d_k = 1 gives the sum rule

Σ_k (l·R_k)(L_k·r) = l·r.

To find the residue at a, multiply the expansion by w − a. The factor (w − a)/(w − e_k) equals 1 if e_k = a and tends to 0 otherwise, so the limit is the total strength of the eigenvalues equal to a.

If R is unitary, L_k is the conjugate of R_k. With l the conjugate of r, L_k·r is then the conjugate of l·R_k, and the strength is |l·R_k|².

## A two-level matrix with a negative strength

Take H = [[3, −2], [1, 0]]. Then det(w − H) = w² − 3w + 2 = (w − 1)(w − 2). Counting from 0, the eigenvectors are

R_0 = (1, 1), R_1 = (2, 1), L_0 = (−1, 2), L_1 = (1, −1).

These R_k are not of unit length, but because L_k·R_k = 1 is kept, rescaling R_k rescales L_k inversely and leaves the strengths unchanged. The residue matrices, with entries (R_k)_i (L_k)_j, are [[−1, 2], [−1, 2]] at 1 and [[2, −2], [1, −1]] at 2; they add up to the identity.

For l = r = (1, 0) and w = 3 the expansion gives −1/2 + 2/1 = 3/2. Directly, 3 − H = [[0, 2], [−1, 3]] has determinant 2 and inverse ½[[3, −2], [1, 0]], whose first entry is also 3/2.

## The propagator and its strengths in Lean

The finite type `n` labels the basis states.

```lean
import Mathlib

open Matrix Filter
open scoped Topology

namespace BiorthogonalPropagator

noncomputable section

variable {n : Type*} [Fintype n] [DecidableEq n]
```

The propagator is a matrix element of the actual inverse, with `⬝ᵥ` the unconjugated dot product. It is a single resolvent at complex frequency, without the separate attachment and removal parts of a full one-particle Green's function.

```lean
/-- The propagator `l · (w - H)⁻¹ r` at frequency `w`, for `w` not an eigenvalue of `H`. -/
def propagator (H : Matrix n n ℂ) (l r : n → ℂ) (w : ℂ) : ℂ :=
  l ⬝ᵥ ((w • (1 : Matrix n n ℂ) - H)⁻¹ *ᵥ r)
```

The strength is the right amplitude times the left one.

```lean
/-- The pole strength `(l · R_k) (L_k · r)`, with `R_k` the `k`-th column of an invertible
matrix `R` and `L_k` the `k`-th row of its inverse. -/
def poleStrength (R : Matrix n n ℂ) (l r : n → ℂ) (k : n) : ℂ :=
  (l ⬝ᵥ fun i => R i k) * (R⁻¹ k ⬝ᵥ r)
```

## The expansion and the sum rule

The hypothesis `IsUnit R.det` says that R is invertible. Together with H = R diag(e) R⁻¹ it assumes a complete set of eigenvectors, which excludes defective matrices. In the proof, `hs` factorises w − H, `hd` inverts the diagonal part, and the `calc` block multiplies the two products.

```lean
/-- Away from the eigenvalues `e k`, the resolvent of `R diag(e) R⁻¹`, with `R` invertible,
is `R diag(1/(w - e)) R⁻¹`. -/
theorem resolvent_eq {R : Matrix n n ℂ} {e : n → ℂ} {w : ℂ}
    (hR : IsUnit R.det) (hw : ∀ k, w ≠ e k) :
    (w • (1 : Matrix n n ℂ) - R * diagonal e * R⁻¹)⁻¹ =
      R * diagonal (fun k => (w - e k)⁻¹) * R⁻¹ := by
  have h1 : R * R⁻¹ = 1 := Matrix.mul_nonsing_inv R hR
  have h2 : R⁻¹ * R = 1 := Matrix.nonsing_inv_mul R hR
  -- the diagonal factors are inverse to each other because no denominator vanishes
  have hd : diagonal (fun k => w - e k) * diagonal (fun k => (w - e k)⁻¹) = 1 := by
    have hone : (fun k => (w - e k) * (w - e k)⁻¹) = fun _ => (1 : ℂ) :=
      funext fun k => mul_inv_cancel₀ (sub_ne_zero.mpr (hw k))
    rw [diagonal_mul_diagonal, hone, diagonal_one]
  -- the shifted matrix has the same eigenvectors
  have hs : w • (1 : Matrix n n ℂ) - R * diagonal e * R⁻¹ =
      R * diagonal (fun k => w - e k) * R⁻¹ := by
    have hdiag : diagonal (fun k => w - e k) = w • (1 : Matrix n n ℂ) - diagonal e := by
      ext i j
      by_cases h : i = j
      · subst h
        simp
      · simp [h]
    rw [hdiag, mul_sub, sub_mul, mul_smul_comm, smul_mul_assoc, mul_one, h1]
  apply Matrix.inv_eq_right_inv
  rw [hs]
  calc R * diagonal (fun k => w - e k) * R⁻¹ * (R * diagonal (fun k => (w - e k)⁻¹) * R⁻¹)
      = R * diagonal (fun k => w - e k) * (R⁻¹ * R) *
          diagonal (fun k => (w - e k)⁻¹) * R⁻¹ := by simp only [mul_assoc]
    _ = R * (diagonal (fun k => w - e k) * diagonal (fun k => (w - e k)⁻¹)) * R⁻¹ := by
        rw [h2, mul_one, mul_assoc R]
    _ = 1 := by rw [hd, mul_one, h1]
```

The next lemma moves R onto l and R⁻¹ onto r, then compares the sums term by term.

```lean
/-- A matrix element of `R diag(d) R⁻¹`, with `R` invertible, is the sum of the pole strengths
weighted by `d`. -/
theorem matrixElement_eq_sum (R : Matrix n n ℂ) (l r d : n → ℂ) :
    l ⬝ᵥ ((R * diagonal d * R⁻¹) *ᵥ r) = ∑ k, d k * poleStrength R l r k := by
  rw [← Matrix.mulVec_mulVec, ← Matrix.mulVec_mulVec, Matrix.dotProduct_mulVec, dotProduct]
  refine Finset.sum_congr rfl fun k _ => ?_
  rw [Matrix.mulVec_diagonal]
  change (l ᵥ* R) k * (d k * (R⁻¹ *ᵥ r) k) = d k * ((l ᵥ* R) k * (R⁻¹ *ᵥ r) k)
  ring
```

Substituting the resolvent gives the expansion. For finite, diagonalisable models, it permits a spectrum to be assembled from left and right eigenvectors.

```lean
/-- Spectral representation: for `H = R diag(e) R⁻¹` with `R` invertible, and `w` different
from every `e k`, the propagator is the sum of the pole strengths divided by `w - e k`. -/
theorem propagator_eq_sum {H R : Matrix n n ℂ} {e : n → ℂ} {w : ℂ}
    (hR : IsUnit R.det) (hH : H = R * diagonal e * R⁻¹) (hw : ∀ k, w ≠ e k)
    (l r : n → ℂ) :
    propagator H l r w = ∑ k, poleStrength R l r k / (w - e k) := by
  rw [propagator, hH, resolvent_eq hR hw, matrixElement_eq_sum]
  refine Finset.sum_congr rfl fun k _ => ?_
  ring
```

Unit weights give the sum rule.

```lean
/-- Sum rule: for invertible `R` the pole strengths add up to the overlap `l · r`. -/
theorem sum_poleStrength {R : Matrix n n ℂ} (hR : IsUnit R.det) (l r : n → ℂ) :
    ∑ k, poleStrength R l r k = l ⬝ᵥ r := by
  have h := matrixElement_eq_sum R l r (fun _ => 1)
  rw [diagonal_one, mul_one, Matrix.mul_nonsing_inv R hR, Matrix.one_mulVec] at h
  simp only [one_mul] at h
  exact h.symm
```

## Residues, including degenerate ones

The filter `𝓝[≠] a` lets w approach a without reaching it. First `hev` shows that such w eventually avoid all eigenvalues; then `hlim` takes the limit of each term, split by whether `e k = a`. If a is not an eigenvalue, the sum is empty and the limit is zero.

```lean
/-- For `H = R diag(e) R⁻¹` with `R` invertible, `(w - a)` times the propagator tends, as `w`
approaches `a`, to the total pole strength of the eigenvalues equal to `a`. -/
theorem tendsto_residue {H R : Matrix n n ℂ} {e : n → ℂ}
    (hR : IsUnit R.det) (hH : H = R * diagonal e * R⁻¹) (l r : n → ℂ) (a : ℂ) :
    Tendsto (fun w => (w - a) * propagator H l r w) (𝓝[≠] a)
      (𝓝 (∑ k with e k = a, poleStrength R l r k)) := by
  -- close to `a`, but not at `a`, there are no eigenvalues
  have hev : ∀ᶠ w in 𝓝[≠] a, ∀ k, w ≠ e k := by
    rw [Filter.eventually_all]
    intro k
    by_cases h : e k = a
    · rw [h]
      filter_upwards [self_mem_nhdsWithin] with w hw
      exact hw
    · exact (eventually_ne_nhds (Ne.symm h)).filter_mono nhdsWithin_le_nhds
  -- each term tends to its strength if its pole is at `a`, and to zero otherwise
  have hlim : Tendsto (fun w => ∑ k, (w - a) * (poleStrength R l r k / (w - e k)))
      (𝓝[≠] a) (𝓝 (∑ k, if e k = a then poleStrength R l r k else 0)) := by
    refine tendsto_finsetSum _ fun k _ => ?_
    by_cases h : e k = a
    · rw [if_pos h, h]
      refine tendsto_const_nhds.congr' ?_
      filter_upwards [self_mem_nhdsWithin] with w hw
      have hne : w - a ≠ 0 := sub_ne_zero.mpr hw
      field_simp
    · rw [if_neg h]
      have hne : a - e k ≠ 0 := sub_ne_zero.mpr (Ne.symm h)
      have hc : ContinuousAt (fun w => (w - a) * (poleStrength R l r k / (w - e k))) a := by
        fun_prop (disch := exact hne)
      have ht := hc.tendsto.mono_left (nhdsWithin_le_nhds (s := {a}ᶜ))
      simp only [sub_self, zero_mul] at ht
      exact ht
  rw [Finset.sum_filter]
  refine hlim.congr' ?_
  filter_upwards [hev] with w hw
  rw [propagator_eq_sum hR hH hw, Finset.mul_sum]
```

## The unitary case

Here R⁻¹ is the conjugate transpose, `hz` identifies the left amplitude as the conjugate of the right one, and their product is a squared modulus.

```lean
/-- If `R` is unitary and `l` is the complex conjugate of `r`, each pole strength is the
squared modulus of the amplitude `l · R_k`. -/
theorem poleStrength_unitary {R : Matrix n n ℂ} (hR : R ∈ Matrix.unitaryGroup n ℂ)
    (r : n → ℂ) (k : n) :
    poleStrength R (star r) r k = (Complex.normSq (star r ⬝ᵥ fun i => R i k) : ℂ) := by
  have hinv : R⁻¹ = star R :=
    Matrix.inv_eq_right_inv (Matrix.mem_unitaryGroup_iff.mp hR)
  -- the left amplitude is the conjugate of the right one
  have hz : R⁻¹ k ⬝ᵥ r = star (star r ⬝ᵥ fun i => R i k) := by
    rw [hinv]
    simp [dotProduct, Matrix.star_apply, mul_comm]
  rw [poleStrength, hz]
  exact Complex.mul_conj _
```

## The two-level matrix checked

These definitions fix H, the eigenvector matrix and the residue matrix at 1.

```lean
/-- The non-Hermitian two-level matrix `[[3, -2], [1, 0]]`. -/
def exH : Matrix (Fin 2) (Fin 2) ℂ := !![3, -2; 1, 0]

/-- The matrix with columns `(1, 1)` and `(2, 1)`. -/
def exR : Matrix (Fin 2) (Fin 2) ℂ := !![1, 2; 1, 1]

/-- The matrix `[[-1, 2], [-1, 2]]`. -/
def exResidue : Matrix (Fin 2) (Fin 2) ℂ := !![-1, 2; -1, 2]
```

The inverse is confirmed by multiplication, entry by entry.

```lean
/-- The rows of the inverse of `exR` are `(-1, 2)` and `(1, -1)`. -/
theorem exR_inv : exR⁻¹ = !![-1, 2; 1, -1] := by
  apply Matrix.inv_eq_right_inv
  ext i j
  fin_cases i <;> fin_cases j <;>
    simp [exR, Matrix.mul_apply, Fin.sum_univ_two] <;> norm_num
```

The same method verifies the diagonalisation, so the general theorem applies.

```lean
/-- The matrix `exR` is invertible and diagonalises `exH`, with eigenvalues 1 and 2. -/
theorem exH_witness :
    IsUnit exR.det ∧ exH = exR * diagonal ![1, 2] * exR⁻¹ := by
  constructor
  · rw [isUnit_iff_ne_zero]
    norm_num [exR, Matrix.det_fin_two]
  · rw [exR_inv]
    ext i j
    fin_cases i <;> fin_cases j <;>
      simp [exH, exR, Matrix.mul_apply, Fin.sum_univ_two, Matrix.vecMul_diagonal] <;> norm_num
```

In the explicit propagator, `hP0` and `hP1` rewrite the two strengths as matrix elements of the residue matrices.

```lean
/-- For `w` different from 1 and 2, the propagator of `exH` between `l` and `r` is the matrix
element of `exResidue` divided by `w - 1` plus that of `[[2, -2], [1, -1]]` divided by `w - 2`. -/
theorem exH_propagator (l r : Fin 2 → ℂ) {w : ℂ} (h1 : w ≠ 1) (h2 : w ≠ 2) :
    propagator exH l r w =
      (l ⬝ᵥ (exResidue *ᵥ r)) / (w - 1) + (l ⬝ᵥ (!![2, -2; 1, -1] *ᵥ r)) / (w - 2) := by
  have hw : ∀ k, w ≠ (![1, 2] : Fin 2 → ℂ) k := by
    intro k
    fin_cases k
    · simpa using h1
    · simpa using h2
  have hP0 : poleStrength exR l r 0 = l ⬝ᵥ (exResidue *ᵥ r) := by
    rw [poleStrength, exR_inv]
    simp [exR, exResidue, dotProduct, Matrix.mulVec, Fin.sum_univ_two]
    ring
  have hP1 : poleStrength exR l r 1 = l ⬝ᵥ (!![2, -2; 1, -1] *ᵥ r) := by
    rw [poleStrength, exR_inv]
    simp [exR, dotProduct, Matrix.mulVec, Fin.sum_univ_two]
    ring
  rw [propagator_eq_sum exH_witness.1 exH_witness.2 hw]
  simp [Fin.sum_univ_two, hP0, hP1]
```

Finally, the off-diagonal entries 2 and −1 rule out symmetry, and the first basis vector gives strength −1, which no squared modulus can equal.

```lean
/-- The matrix `exResidue` is not symmetric, and its matrix element between two copies of the
first basis vector is -1. -/
theorem exResidue_not_symm_not_pos :
    ¬ exResidue.IsSymm ∧ ![1, 0] ⬝ᵥ (exResidue *ᵥ ![1, 0]) = -1 := by
  constructor
  · intro h
    have h01 := h.apply 0 1
    norm_num [exResidue] at h01
  · simp [exResidue, dotProduct, Matrix.mulVec, Fin.sum_univ_two]

end

end BiorthogonalPropagator
```

```lean
#print axioms BiorthogonalPropagator.tendsto_residue
#print axioms BiorthogonalPropagator.poleStrength_unitary
#print axioms BiorthogonalPropagator.exH_propagator
#print axioms BiorthogonalPropagator.exResidue_not_symm_not_pos
```

```
'BiorthogonalPropagator.tendsto_residue' depends on axioms: [propext, Classical.choice, Quot.sound]
'BiorthogonalPropagator.poleStrength_unitary' depends on axioms: [propext, Classical.choice, Quot.sound]
'BiorthogonalPropagator.exH_propagator' depends on axioms: [propext, Classical.choice, Quot.sound]
'BiorthogonalPropagator.exResidue_not_symm_not_pos' depends on axioms: [propext, Classical.choice, Quot.sound]
```
